# A Hermitian matrix X with L(X) = L(X²) = 0 commutes with the Hamiltonian and every jump operator of the Lindblad generator L

Let $H$ and finitely many jump operators $V_k$ be complex matrices of the same finite size, and let

$$L(X)=i[H,X]+\sum_k\Big(V_k^\dagger XV_k-\tfrac12\big(V_k^\dagger V_kX+XV_k^\dagger V_k\big)\Big).$$

Then, for every matrix $X$,

$$L(X^\dagger X)-L(X^\dagger)X-X^\dagger L(X)=\sum_k[V_k,X]^\dagger[V_k,X],$$

and a Hermitian $X$ satisfies $L(X)=L(X^2)=0$ exactly when it commutes with $H$ and every $V_k$. In a finite-dimensional Markovian model with generator $L$, suppose the mean and variance of an observable $X$ stay constant from every initial state $\rho$. Then the expectations of $X$ and $X^2$ are constant too. Their initial rates of change are $\operatorname{tr}(\rho L(X))$ and $\operatorname{tr}(\rho L(X^2))$, and these vanish for every $\rho$ only if $L(X)=L(X^2)=0$. Such an observable therefore commutes with the Hamiltonian and with each jump operator.

## The generator in Lean

```lean
import Mathlib

open Matrix
open scoped ComplexOrder

namespace LindbladDissipation

noncomputable section

variable {n ι : Type*} [Fintype n] [DecidableEq n] [Fintype ι]
```

The type `n` labels basis states and `ι` labels jump operators; both are finite. Opening `ComplexOrder` gives $0\le z$ for complex $z$ the meaning "real and nonnegative", which positivity of matrices uses below.

```lean
/-- The commutator `[A, B] = AB - BA`. -/
def comm (A B : Matrix n n ℂ) : Matrix n n ℂ := A * B - B * A
```

This is $[A,B]=AB-BA$. `Matrix n n ℂ` is the type of square complex matrices with rows and columns labelled by `n`.

```lean
/-- The Heisenberg-picture dissipator `VᴴXV - {VᴴV, X}/2` of one jump operator `V`. -/
def dissipator (V X : Matrix n n ℂ) : Matrix n n ℂ :=
  Vᴴ * X * V - (1 / 2 : ℂ) • (Vᴴ * V * X + X * (Vᴴ * V))
```

The symbol `ᴴ` is the conjugate transpose, written $\dagger$ here, and `•` multiplies a matrix by a scalar. Call this expression $D_V(X)$. Decay rates are absorbed into $V$.

```lean
/-- The Heisenberg-picture Lindblad generator with Hamiltonian `H` and jump operators `V k`. -/
def generator (H : Matrix n n ℂ) (V : ι → Matrix n n ℂ) (X : Matrix n n ℂ) :
    Matrix n n ℂ :=
  Complex.I • comm H X + ∑ k, dissipator (V k) X
```

This is $L(X)$ in the Heisenberg picture, with $\hbar=1$. A physical Hamiltonian is Hermitian, but none of the theorems needs that assumption. The file works with the generator and does not construct the time evolution.

## The dissipation identity

```lean
/-- For one jump operator, the failure of the product rule on `XᴴX` is `[V, X]ᴴ[V, X]`. -/
theorem dissipator_defect (V X : Matrix n n ℂ) :
    dissipator V (Xᴴ * X) - dissipator V Xᴴ * X - Xᴴ * dissipator V X
      = (comm V X)ᴴ * comm V X := by
  simp only [dissipator, comm, conjTranspose_sub, conjTranspose_mul, smul_add, mul_sub,
    sub_mul, mul_add, add_mul, Matrix.smul_mul, Matrix.mul_smul, mul_assoc]
  module
```

For one jump operator, write out the three terms:

$$\begin{aligned}
D_V(X^\dagger X)&=V^\dagger X^\dagger XV-\tfrac12V^\dagger VX^\dagger X-\tfrac12X^\dagger XV^\dagger V,\\
D_V(X^\dagger)X&=V^\dagger X^\dagger VX-\tfrac12V^\dagger VX^\dagger X-\tfrac12X^\dagger V^\dagger VX,\\
X^\dagger D_V(X)&=X^\dagger V^\dagger XV-\tfrac12X^\dagger V^\dagger VX-\tfrac12X^\dagger XV^\dagger V.
\end{aligned}$$

Subtracting the last two from the first leaves

$$V^\dagger X^\dagger XV-V^\dagger X^\dagger VX-X^\dagger V^\dagger XV+X^\dagger V^\dagger VX
=(X^\dagger V^\dagger-V^\dagger X^\dagger)(VX-XV),$$

which is $[V,X]^\dagger[V,X]$. In Lean, `simp only` multiplies out the products and `module` collects their coefficients.

```lean
/-- The dissipation identity: `L(XᴴX) - L(Xᴴ)X - XᴴL(X)` is the sum of `[V, X]ᴴ[V, X]` over the jump
operators. -/
theorem generator_defect (H : Matrix n n ℂ) (V : ι → Matrix n n ℂ) (X : Matrix n n ℂ) :
    generator H V (Xᴴ * X) - generator H V Xᴴ * X - Xᴴ * generator H V X
      = ∑ k, (comm (V k) X)ᴴ * comm (V k) X := by
  -- the Hamiltonian part obeys the product rule
  have hH : Complex.I • comm H (Xᴴ * X) - (Complex.I • comm H Xᴴ) * X
      - Xᴴ * (Complex.I • comm H X) = 0 := by
    simp only [comm, smul_sub, mul_sub, sub_mul, Matrix.smul_mul, Matrix.mul_smul, mul_assoc]
    module
  -- the jump operators contribute one by one
  have hD : ∑ k, dissipator (V k) (Xᴴ * X) - (∑ k, dissipator (V k) Xᴴ) * X
      - Xᴴ * ∑ k, dissipator (V k) X = ∑ k, (comm (V k) X)ᴴ * comm (V k) X := by
    rw [Finset.sum_mul, Finset.mul_sum, ← Finset.sum_sub_distrib, ← Finset.sum_sub_distrib]
    exact Finset.sum_congr rfl fun k _ => dissipator_defect (V k) X
  simp only [generator, add_mul, mul_add]
  linear_combination (norm := module) hH + hD
```

The Hamiltonian part obeys the product rule,

$$i[H,X^\dagger X]=i[H,X^\dagger]X+X^\dagger\,i[H,X],$$

so it cancels; this is `hH`. Summing the previous identity over $k$ gives `hD`, and `linear_combination` adds the two.

## From zero expectation to zero commutators

```lean
omit [DecidableEq n] in
/-- If the sum of `CᴴC` over finitely many operators has zero expectation for a positive definite
`ρ`, then every `C` is zero. -/
theorem eq_zero_of_expectation {ρ : Matrix n n ℂ} (hρ : ρ.PosDef) (C : ι → Matrix n n ℂ)
    (h : (ρ * ∑ k, (C k)ᴴ * C k).trace = 0) (k : ι) : C k = 0 := by
  -- the expectation is a sum of quadratic forms on the conjugated rows
  have expand : (ρ * ∑ k, (C k)ᴴ * C k).trace
      = ∑ k, ∑ i, star (fun j => star (C k i j)) ⬝ᵥ ρ *ᵥ (fun j => star (C k i j)) := by
    rw [Finset.mul_sum, Matrix.trace_sum]
    refine Finset.sum_congr rfl fun k _ => ?_
    rw [← mul_assoc, Matrix.trace_mul_cycle, mul_assoc]
    simp [Matrix.trace, Matrix.mul_apply, dotProduct, Matrix.mulVec]
  have nonneg : ∀ k i,
      0 ≤ star (fun j => star (C k i j)) ⬝ᵥ ρ *ᵥ (fun j => star (C k i j)) :=
    fun k i => hρ.posSemidef.dotProduct_mulVec_nonneg _
  rw [expand] at h
  have h1 := (Finset.sum_eq_zero_iff_of_nonneg
    (fun k _ => Finset.sum_nonneg fun i _ => nonneg k i)).mp h k (Finset.mem_univ k)
  ext i j
  have h2 := (Finset.sum_eq_zero_iff_of_nonneg
    (fun i _ => nonneg k i)).mp h1 i (Finset.mem_univ i)
  have hw : (fun j => star (C k i j)) = 0 := by
    by_contra hne
    exact (hρ.dotProduct_mulVec_pos hne).ne' h2
  exact star_eq_zero.mp (congrFun hw j)
```

`ρ.PosDef` says that $\rho$ is positive definite: Hermitian, with $w^\dagger\rho w>0$ for every nonzero vector $w$. Its trace need not be one. Let $w_{k,i}$ be the conjugated row $i$ of $C_k$, with components $(w_{k,i})_j=\overline{(C_k)_{ij}}$. Cyclicity of the trace gives

$$\operatorname{tr}\Big(\rho\sum_kC_k^\dagger C_k\Big)=\sum_k\operatorname{tr}(C_k\rho C_k^\dagger)=\sum_{k,i}w_{k,i}^\dagger\,\rho\,w_{k,i}.$$

This is `expand`. Every term is nonnegative, so a vanishing sum makes every term vanish. Lean applies this first to the sum over $k$ (`h1`), then to the sum over $i$ (`h2`). Positive definiteness then forces each $w_{k,i}$, and hence each $C_k$, to be zero.

```lean
/-- If `L(X) = 0` for a Hermitian `X` and `L(X²)` has zero expectation for a positive definite
`ρ`, then `X` commutes with every jump operator. -/
theorem commute_jump {ρ H X : Matrix n n ℂ} {V : ι → Matrix n n ℂ} (hρ : ρ.PosDef)
    (hX : X.IsHermitian) (h0 : generator H V X = 0)
    (h : (ρ * generator H V (X ^ 2)).trace = 0) (k : ι) : Commute (V k) X := by
  have hd := generator_defect H V X
  rw [hX.eq, h0, zero_mul, mul_zero, sub_zero, sub_zero, ← pow_two] at hd
  rw [hd] at h
  exact sub_eq_zero.mp (eq_zero_of_expectation hρ (fun k => comm (V k) X) h k)
```

`Commute A B` means $AB=BA$. With $X^\dagger=X$ and $L(X)=0$, the dissipation identity becomes

$$L(X^2)=\sum_k[V_k,X]^\dagger[V_k,X].$$

If $\operatorname{tr}(\rho L(X^2))=0$, the preceding lemma with $C_k=[V_k,X]$ shows that all these commutators vanish.

```lean
omit [DecidableEq n] in
/-- For a Hermitian `X` that commutes with every jump operator, `L(X) = 0` exactly when `X`
commutes with `H`. -/
theorem generator_eq_zero_iff_of_commute {H X : Matrix n n ℂ} {V : ι → Matrix n n ℂ}
    (hX : X.IsHermitian) (hV : ∀ k, Commute (V k) X) :
    generator H V X = 0 ↔ Commute H X := by
  have hD : ∀ k, dissipator (V k) X = 0 := by
    intro k
    have h1 : V k * X = X * V k := (hV k).eq
    -- the adjoint jump operator commutes with X as well
    have h2 : X * (V k)ᴴ = (V k)ᴴ * X := by
      have := congrArg conjTranspose h1
      rwa [conjTranspose_mul, conjTranspose_mul, hX.eq] at this
    have a : (V k)ᴴ * X * V k = (V k)ᴴ * V k * X := by
      rw [mul_assoc, ← h1, mul_assoc]
    have b : X * ((V k)ᴴ * V k) = (V k)ᴴ * V k * X := by
      rw [← mul_assoc, h2, a]
    rw [dissipator, a, b]
    module
  rw [generator, Finset.sum_eq_zero (fun k _ => hD k), add_zero]
  simp only [smul_eq_zero, Complex.I_ne_zero, false_or]
  rw [comm, sub_eq_zero]
  exact Iff.rfl
```

Now suppose that $V_kX=XV_k$ for all $k$. Taking adjoints gives $XV_k^\dagger=V_k^\dagger X$, because $X$ is Hermitian (`h2`). Hence

$$V_k^\dagger XV_k=V_k^\dagger V_kX,\qquad XV_k^\dagger V_k=V_k^\dagger XV_k=V_k^\dagger V_kX.$$

These are `a` and `b`. They give $D_{V_k}(X)=V_k^\dagger V_kX-\tfrac12(2V_k^\dagger V_kX)=0$. What remains is $L(X)=i[H,X]$, which is zero exactly when $X$ commutes with $H$.

## Two criteria for commutation

```lean
/-- A Hermitian observable `X` satisfies `L(X) = L(X²) = 0` exactly when it commutes with `H`
and with every jump operator. -/
theorem conserved_with_square_iff {H X : Matrix n n ℂ} {V : ι → Matrix n n ℂ}
    (hX : X.IsHermitian) :
    (generator H V X = 0 ∧ generator H V (X ^ 2) = 0) ↔
      (Commute H X ∧ ∀ k, Commute (V k) X) := by
  constructor
  · rintro ⟨h0, h2⟩
    have hV := commute_jump Matrix.PosDef.one hX h0 (by rw [h2, mul_zero, Matrix.trace_zero])
    exact ⟨(generator_eq_zero_iff_of_commute hX hV).mp h0, hV⟩
  · rintro ⟨hH, hV⟩
    exact ⟨(generator_eq_zero_iff_of_commute hX hV).mpr hH,
      (generator_eq_zero_iff_of_commute (hX.pow 2) fun k => (hV k).pow_right 2).mpr
        (hH.pow_right 2)⟩
```

From left to right, take $\rho=1$. Since $L(X^2)=0$, its trace vanishes, so $X$ commutes with every $V_k$; then $L(X)=0$ gives $[H,X]=0$. From right to left, $X^2$ is also Hermitian and commutes with the same matrices, so the preceding lemma applies to both $X$ and $X^2$.

```lean
/-- If some positive definite `ρ` is stationary, `tr(ρ L(Y)) = 0` for all `Y`, then a Hermitian
`X` has `L(X) = 0` exactly when it commutes with `H` and with every jump operator. -/
theorem conserved_iff_of_faithful_stationary {ρ H X : Matrix n n ℂ} {V : ι → Matrix n n ℂ}
    (hρ : ρ.PosDef) (hs : ∀ Y, (ρ * generator H V Y).trace = 0) (hX : X.IsHermitian) :
    generator H V X = 0 ↔ (Commute H X ∧ ∀ k, Commute (V k) X) := by
  constructor
  · intro h0
    have hV := commute_jump hρ hX h0 (hs _)
    exact ⟨(generator_eq_zero_iff_of_commute hX hV).mp h0, hV⟩
  · rintro ⟨hH, hV⟩
    exact (generator_eq_zero_iff_of_commute hX hV).mpr hH
```

Here the condition on $X^2$ is replaced by one on the dynamics. The hypothesis `hs` says that $\operatorname{tr}(\rho L(Y))=0$ for every $Y$: no expectation value in the state $\rho$ changes, so $\rho$ is stationary. Positive definiteness means that this steady state leaves no direction of the state space unpopulated. The existence of such a $\rho$ is assumed, not derived. Applying `hs` to $Y=X^2$ supplies the zero expectation needed above, and the rest of the argument is unchanged.

```lean
/-- For a qubit with Hamiltonian `σz` and jump operator `σx`, the identity matrix is positive
definite and stationary. -/
theorem faithful_stationary_witness :
    (1 : Matrix (Fin 2) (Fin 2) ℂ).PosDef ∧
      ∀ Y, ((1 : Matrix (Fin 2) (Fin 2) ℂ) *
        generator !![1, 0; 0, -1] (fun _ : Fin 1 => !![0, 1; 1, 0]) Y).trace = 0 := by
  refine ⟨Matrix.PosDef.one, fun Y => ?_⟩
  rw [one_mul]
  simp [generator, dissipator, comm, Matrix.trace_fin_two, Matrix.mul_apply,
    Matrix.vecMul, dotProduct, Fin.sum_univ_succ]
  ring
```

A qubit with $H=\sigma_z$ and $V=\sigma_x$ meets these conditions. The trace of a commutator is zero, so

$$\operatorname{tr}L(Y)=\operatorname{tr}\big(Y(VV^\dagger-V^\dagger V)\big)=0,$$

because $\sigma_x$ is Hermitian. The normalised stationary state is $\tfrac12\,1$, the maximally mixed state. Lean checks the trace by expanding the matrix entries.

## A conserved mean without commutation

```lean
/-- The jump operators of a three-level system whose upper level decays to either of two lower
levels at equal rates. -/
def decay : Fin 2 → Matrix (Fin 3) (Fin 3) ℂ :=
  ![!![0, 0, 1; 0, 0, 0; 0, 0, 0], !![0, 0, 0; 0, 0, 1; 0, 0, 0]]
```

Counting basis states from zero, as Lean does, these are $V_0=|0\rangle\langle2|$ and $V_1=|1\rangle\langle2|$. The upper level $|2\rangle$ decays to each lower level at unit rate.

```lean
/-- The population difference of the two lower levels. -/
def imbalance : Matrix (Fin 3) (Fin 3) ℂ := !![1, 0, 0; 0, -1, 0; 0, 0, 0]
```

This is $X=|0\rangle\langle0|-|1\rangle\langle1|$.

```lean
/-- Under this decay with `H = 0` the population difference is Hermitian and has `L(X) = 0`,
yet it does not commute with the first jump operator. -/
theorem conserved_not_commuting :
    imbalance.IsHermitian ∧ generator 0 decay imbalance = 0 ∧
      ¬ Commute (decay 0) imbalance := by
  refine ⟨?_, ?_, ?_⟩
  · ext i j
    fin_cases i <;> fin_cases j <;> simp [imbalance]
  · ext i j
    fin_cases i <;> fin_cases j <;>
      simp [generator, dissipator, comm, decay, imbalance, Matrix.mul_apply,
        Matrix.vecMul, dotProduct, Fin.sum_univ_succ]
  · intro h
    have h02 := congrFun (congrFun h.eq 0) 2
    simp [decay, imbalance, Matrix.mul_apply, Fin.sum_univ_succ] at h02

end

end LindbladDissipation
```

Take $H=0$. Since $V_k^\dagger V_k=|2\rangle\langle2|$ and $X|2\rangle=0$, the anticommutator terms vanish, and

$$L(X)=V_0^\dagger XV_0+V_1^\dagger XV_1=|2\rangle\langle2|-|2\rangle\langle2|=0.$$

Yet $V_0X=0$ while $XV_0=V_0\ne0$. Lean compares the matrices entry by entry, and the entry in row 0, column 2 rules out commutation.

So $L(X)=0$ alone does not suffice. Here the dissipation identity gives $L(X^2)=2|2\rangle\langle2|$: starting from the upper level, the mean imbalance stays zero while its variance grows. A stationary $\rho$ would need $2\rho_{22}=0$, which no positive definite matrix allows.

```lean
#print axioms LindbladDissipation.commute_jump
#print axioms LindbladDissipation.conserved_with_square_iff
#print axioms LindbladDissipation.conserved_iff_of_faithful_stationary
#print axioms LindbladDissipation.conserved_not_commuting
```

```
'LindbladDissipation.commute_jump' depends on axioms: [propext, Classical.choice, Quot.sound]
'LindbladDissipation.conserved_with_square_iff' depends on axioms: [propext, Classical.choice, Quot.sound]
'LindbladDissipation.conserved_iff_of_faithful_stationary' depends on axioms: [propext, Classical.choice, Quot.sound]
'LindbladDissipation.conserved_not_commuting' depends on axioms: [propext, Classical.choice, Quot.sound]
```
